# Anelastic compliance at any stress from the thermal variance of the strain

A site of volume v has finitely many variants. Variant i gives that volume a fixed strain eᵢ, and at stress s it is occupied with Boltzmann weight exp(v s eᵢ/kT), divided by the sum of the weights; the variants therefore differ in energy only through the stress. The theorem `compliance_fluctuation` states that, for nonzero thermal energy kT, the mean strain is differentiable in the stress, and that kT times its derivative, the compliance, equals v times the thermal variance of the strain at that same stress. The attempt takes from an earlier lemma that the derivative of the mean strain in the reduced stress x = v s/kT is the variance. It then applies the chain rule to pass from x to s, and multiplies by kT.

In Lean, a first try:

```lean
import Mathlib

open Finset

namespace ComplianceFluctuation

noncomputable section

variable {ι : Type*} [Fintype ι]

/-- Boltzmann occupation of site variant `i` with strain `e i`, at reduced stress
`x = v s / kT`. -/
def occupation (e : ι → ℝ) (x : ℝ) (i : ι) : ℝ :=
  Real.exp (x * e i) / ∑ j, Real.exp (x * e j)

/-- Thermal mean of the strain over the site variants at reduced stress `x`. -/
def meanStrain (e : ι → ℝ) (x : ℝ) : ℝ := ∑ i, occupation e x i * e i

/-- Thermal variance of the strain over the site variants at reduced stress `x`. -/
def strainVariance (e : ι → ℝ) (x : ℝ) : ℝ :=
  ∑ i, occupation e x i * (e i - meanStrain e x) ^ 2

/-- Anelastic compliance: the derivative of the mean strain with respect to the stress `s`,
for volume `v` and nonzero thermal energy `kT`. -/
def compliance (v kT : ℝ) (e : ι → ℝ) (s : ℝ) : ℝ :=
  deriv (fun t => meanStrain e (v * t / kT)) s

/-- The occupations of a nonempty set of site variants sum to one. -/
theorem occupation_sum [Nonempty ι] (e : ι → ℝ) (x : ℝ) : ∑ i, occupation e x i = 1 := by
  have hZ : 0 < ∑ j, Real.exp (x * e j) :=
    Finset.sum_pos (fun j _ => Real.exp_pos _) Finset.univ_nonempty
  unfold occupation
  rw [← Finset.sum_div]
  exact div_self hZ.ne'

/-- The occupation of a variant changes with reduced stress at a rate equal to the occupation
times the excess of the variant's strain over the mean strain. -/
theorem occupation_response (e : ι → ℝ) (x : ℝ) (i : ι) :
    HasDerivAt (fun y => occupation e y i)
      (occupation e x i * (e i - meanStrain e x)) x := by
  have hZ : 0 < ∑ j, Real.exp (x * e j) :=
    Finset.sum_pos (fun j _ => Real.exp_pos _) ⟨i, Finset.mem_univ i⟩
  have hZ' := hZ.ne'
  have hw : ∀ j, HasDerivAt (fun y => Real.exp (y * e j)) (Real.exp (x * e j) * e j) x :=
    fun j => (hasDerivAt_mul_const (e j)).exp
  have hS := HasDerivAt.fun_sum (u := Finset.univ) (fun j _ => hw j)
  -- the derivative of the partition sum is the partition sum times the mean strain
  have hm : ∑ j, Real.exp (x * e j) * e j
      = (∑ j, Real.exp (x * e j)) * meanStrain e x := by
    unfold meanStrain occupation
    rw [Finset.mul_sum]
    refine Finset.sum_congr rfl fun j _ => ?_
    field_simp
  refine ((hw i).fun_div hS hZ').congr_deriv ?_
  rw [hm]
  unfold occupation
  rw [div_mul_eq_mul_div, div_eq_div_iff (pow_ne_zero 2 hZ') hZ']
  ring

/-- The derivative of the mean strain with respect to reduced stress is the thermal variance
of the strain. -/
theorem meanStrain_response (e : ι → ℝ) (x : ℝ) :
    HasDerivAt (fun y => meanStrain e y) (strainVariance e x) x := by
  -- deviations from the mean average to zero
  have hzero : ∑ i, occupation e x i * (e i - meanStrain e x) = 0 := by
    rcases isEmpty_or_nonempty ι with hι | hι
    · simp
    · simp only [mul_sub, Finset.sum_sub_distrib, ← Finset.sum_mul, occupation_sum, one_mul]
      exact sub_self (meanStrain e x)
  have hvar : strainVariance e x
      = ∑ i, occupation e x i * (e i - meanStrain e x) * e i
        - meanStrain e x * ∑ i, occupation e x i * (e i - meanStrain e x) := by
    unfold strainVariance
    rw [Finset.mul_sum, ← Finset.sum_sub_distrib]
    refine Finset.sum_congr rfl fun i _ => ?_
    ring
  refine (HasDerivAt.fun_sum (u := Finset.univ)
    (fun i _ => (occupation_response e x i).mul_const (e i))).congr_deriv ?_
  rw [hvar, hzero, mul_zero, sub_zero]

/-- Fluctuation formula at any stress: for nonzero `kT` the mean strain is differentiable in
the stress, and `kT` times the compliance is `v` times the thermal variance of the strain. -/
theorem compliance_fluctuation {v kT : ℝ} (hkT : kT ≠ 0) (e : ι → ℝ) (s : ℝ) :
    DifferentiableAt ℝ (fun t => meanStrain e (v * t / kT)) s ∧
      kT * compliance v kT e s = v * strainVariance e (v * s / kT) := by
  have hx : HasDerivAt (fun t => v * t / kT) (v / kT) s :=
    (((hasDerivAt_id' s).const_mul v).div_const kT).congr_deriv (by rw [mul_one])
  have h : HasDerivAt (fun t => meanStrain e (v * t / kT))
      (strainVariance e (v * s / kT) * (v / kT)) s :=
    (meanStrain_response e (v * s / kT)).comp s hx
  refine ⟨h.differentiableAt, ?_⟩
  have hk : kT * (v / kT) = v := by field_simp
  unfold compliance
  rw [h.deriv]
  linear_combination strainVariance e (v * s / kT) * hk

end

end ComplianceFluctuation
```

Lean reports:

```
Main.lean:90:4: error: Type mismatch
  HasDerivAt.comp s ?m.155 hx
has type
  HasDerivAt (?m.152 ∘ fun t => v * t / kT) (?m.154 * (v / kT)) s
but is expected to have type
  HasDerivAt (fun t => meanStrain e (v * t / kT)) (strainVariance e (v * s / kT) * (v / kT)) s
```

As a diff, the version that Lean accepts:

```diff
@@ -86,7 +86,7 @@
   have hx : HasDerivAt (fun t => v * t / kT) (v / kT) s :=
     (((hasDerivAt_id' s).const_mul v).div_const kT).congr_deriv (by rw [mul_one])
+  have hcomp := HasDerivAt.comp s (meanStrain_response e (v * s / kT)) hx
   have h : HasDerivAt (fun t => meanStrain e (v * t / kT))
-      (strainVariance e (v * s / kT) * (v / kT)) s :=
-    (meanStrain_response e (v * s / kT)).comp s hx
+      (strainVariance e (v * s / kT) * (v / kT)) s := hcomp
   refine ⟨h.differentiableAt, ?_⟩
   have hk : kT * (v / kT) = v := by field_simp
```

The one error is at the chain-rule step. `HasDerivAt.comp` concludes about a composition written with `∘`, while the stated goal has the function written out as `fun t => meanStrain e (v * t / kT)`. The two agree by definition once the outer function is known to be the mean strain. In the message, however, that function is still the unknown `?m.152`, and its derivative the unknown `?m.154`: Lean was matching the result against the goal before `meanStrain_response` had settled either, and the match failed.

The repair first builds the chain-rule result as `hcomp`, with no stated type to match. The outer function and its derivative are then fixed by `meanStrain_response`. When `hcomp` is given as the proof of `h`, Lean has only to unfold a known composition, and the types agree. Writing `HasDerivAt.comp` in full instead of with dot notation is mere tidying.
